# For finitely many levels, the imaginary-time growth estimator converges from above to the ground energy when the trial state overlaps the ground state

## Weights, energies and the imaginary-time norm

Let $H$ be a Hamiltonian with finitely many orthonormal eigenstates $|i\rangle$ and real energies $E_i$. A normalised trial state $|\psi\rangle=\sum_i c_i|i\rangle$ has spectral weights $w_i=|c_i|^2$, so $w_i\ge 0$ and $\sum_i w_i=1$. Imaginary time $t$ is measured in reciprocal energy units, with $\hbar=1$.

In Lean, the finite type `ι` labels the eigenstates, and `w` and `E` are real functions on it. Different labels may carry the same energy, so degeneracy is allowed. The Hamiltonian and the state vector do not appear: the file starts from the weights and energies, and the conditions on the weights enter as hypotheses, `hw` for nonnegativity and `hsum` for the unit sum.

```lean
import Mathlib

open Filter Topology

namespace ImaginaryTimeGrowthEstimator

noncomputable section

variable {ι : Type*} [Fintype ι] {w E : ι → ℝ}
```

Propagation multiplies each amplitude $c_i$ by the real factor $e^{-tE_i}$, which decays for positive energies and grows for negative ones. The overlap with the initial state is

$$Z(t)=\langle\psi|e^{-tH}|\psi\rangle=\sum_i w_i e^{-tE_i}.$$

This is also the squared norm of $e^{-tH/2}|\psi\rangle$. The definition `normZ` is the sum on the right.

```lean
/-- The imaginary-time normalisation `Z(t) = ∑ wᵢ exp(-t Eᵢ)` of a trial state with
spectral weights `wᵢ` on levels of energy `Eᵢ`. -/
def normZ (w E : ι → ℝ) (t : ℝ) : ℝ := ∑ i, w i * Real.exp (-t * E i)
```

If only one energy $E$ were present, $Z(t)$ would equal $e^{-tE}$, and the energy could be read off as $-\log Z(t)/t$. The growth estimator applies the same formula to a general trial state:

$$G(t)=-\frac{\log Z(t)}{t}.$$

Here the growth is measured from time zero. In projector Monte Carlo the name usually refers to the growth between two later times, a form that the last section compares with this one. The bounds on $G(t)$ below are stated for $t>0$.

```lean
/-- The growth estimator `-log Z(t) / t` of the energy, meant for `t ≠ 0` and `Z(t) > 0`. -/
def growthEnergy (w E : ι → ℝ) (t : ℝ) : ℝ := -Real.log (normZ w E t) / t
```

## Two bounds on the norm

Every term of $Z(t)$ is nonnegative, so discarding all but one of them can only lower the sum. For any label $g$,

$$w_g e^{-tE_g}\le Z(t).$$

Lean obtains this from `Finset.single_le_sum`, which needs only the nonnegativity of the terms. At this stage $g$ need not be a ground state.

```lean
/-- For nonnegative weights, the contribution of any single level `g` is a lower bound
on `Z(t)`. -/
theorem level_le_normZ (hw : ∀ i, 0 ≤ w i) (g : ι) (t : ℝ) :
    w g * Real.exp (-t * E g) ≤ normZ w E t :=
  Finset.single_le_sum (f := fun i => w i * Real.exp (-t * E i))
    (fun i _ => mul_nonneg (hw i) (Real.exp_pos _).le) (Finset.mem_univ g)
```

Now let $g$ be a lowest level, $E_g\le E_i$ for all $i$; this is the hypothesis `hE`. For $t\ge 0$ we have $-tE_i\le -tE_g$, and therefore

$$Z(t)\le\sum_i w_i e^{-tE_g}=e^{-tE_g}.$$

The `calc` block has these two steps: a termwise comparison, then the common factor taken out and the weights summed to one.

```lean
/-- For nonnegative weights with sum one and `t ≥ 0`, `Z(t)` is at most `exp(-t E_g)`, where `E_g`
is the lowest energy. -/
theorem normZ_le_exp (hw : ∀ i, 0 ≤ w i) (hsum : ∑ i, w i = 1) {g : ι}
    (hE : ∀ i, E g ≤ E i) {t : ℝ} (ht : 0 ≤ t) :
    normZ w E t ≤ Real.exp (-t * E g) := by
  calc normZ w E t ≤ ∑ i, w i * Real.exp (-t * E g) := by
        refine Finset.sum_le_sum fun i _ => ?_
        refine mul_le_mul_of_nonneg_left (Real.exp_le_exp.mpr ?_) (hw i)
        linarith [mul_le_mul_of_nonneg_left (hE i) ht]
    _ = Real.exp (-t * E g) := by rw [← Finset.sum_mul, hsum, one_mul]
```

## Bracketing the ground energy

The remaining hypothesis is `hg`, which says $w_g>0$: the trial state has a nonzero overlap with the ground state labelled $g$. This is a condition on the choice of trial state. A state of the wrong symmetry violates it, and projection then leads to the lowest energy that the state does contain.

With $w_g>0$ both sides of the first bound are positive, and taking logarithms of the two bounds gives

$$\log w_g-tE_g\le\log Z(t)\le -tE_g.$$

Changing signs and dividing by $t>0$ yields

$$E_g\le G(t)\le E_g-\frac{\log w_g}{t}.$$

Since $0<w_g\le 1$, the term $-\log w_g/t$ is nonnegative. In the proof, `h1` and `h2` are the two logarithmic inequalities, and each half of the conclusion is cleared of its denominator and closed by linear arithmetic.

```lean
/-- For nonnegative weights with sum one, a lowest level `g` of positive weight and every
`t > 0`, the growth estimator lies between `E_g` and `E_g - log(w_g) / t`. -/
theorem growthEnergy_bounds (hw : ∀ i, 0 ≤ w i) (hsum : ∑ i, w i = 1) {g : ι}
    (hg : 0 < w g) (hE : ∀ i, E g ≤ E i) {t : ℝ} (ht : 0 < t) :
    E g ≤ growthEnergy w E t ∧ growthEnergy w E t ≤ E g - Real.log (w g) / t := by
  have hpos : 0 < w g * Real.exp (-t * E g) := mul_pos hg (Real.exp_pos _)
  have hlow := level_le_normZ (E := E) hw g t
  -- logarithms of the two bounds on `Z(t)`
  have h1 := Real.log_le_log hpos hlow
  rw [Real.log_mul hg.ne' (Real.exp_ne_zero _), Real.log_exp] at h1
  have h2 := Real.log_le_log (hpos.trans_le hlow) (normZ_le_exp hw hsum hE ht.le)
  rw [Real.log_exp] at h2
  constructor
  · rw [growthEnergy, le_div_iff₀ ht]
    linarith
  · rw [growthEnergy, div_le_iff₀ ht, sub_mul, div_mul_cancel₀ _ ht.ne']
    linarith
```

For a ground-state weight of $0.8$, the error is at most about $0.223/t$. Guaranteeing an error of $10^{-3}$ energy units from this bound takes a projection time of about 223 reciprocal units.

As $t\to\infty$, the upper bound tends to $E_g$ and the lower bound is already $E_g$, so

$$\lim_{t\to\infty}G(t)=E_g.$$

Lean writes the limit as `Tendsto (growthEnergy w E) atTop (𝓝 (E g))`. The squeeze uses the bounds only for sufficiently large times, which is why `eventually_gt_atTop` supplies $t>0$.

```lean
/-- For nonnegative weights with sum one and a lowest level `g` of positive weight, the
growth estimator tends to `E_g` at long imaginary time. -/
theorem growthEnergy_tendsto (hw : ∀ i, 0 ≤ w i) (hsum : ∑ i, w i = 1) {g : ι}
    (hg : 0 < w g) (hE : ∀ i, E g ≤ E i) :
    Tendsto (growthEnergy w E) atTop (𝓝 (E g)) := by
  have hup : Tendsto (fun t : ℝ => E g - Real.log (w g) / t) atTop (𝓝 (E g)) := by
    have h := (tendsto_const_nhds (x := E g)).sub
      ((tendsto_id (α := ℝ) (x := atTop)).const_div_atTop (Real.log (w g)))
    rw [sub_zero] at h
    exact h
  refine tendsto_of_tendsto_of_tendsto_of_le_of_le' tendsto_const_nhds hup ?_ ?_
  · filter_upwards [eventually_gt_atTop (0 : ℝ)] with t ht
    exact (growthEnergy_bounds hw hsum hg hE ht).1
  · filter_upwards [eventually_gt_atTop (0 : ℝ)] with t ht
    exact (growthEnergy_bounds hw hsum hg hE ht).2
```

## The mean energy as a ceiling

Write $\langle E\rangle=\sum_i w_iE_i$ for the mean energy $\langle\psi|H|\psi\rangle$ of the trial state. The exponential is convex and the weights form a probability distribution, so Jensen's inequality gives

$$e^{-t\langle E\rangle}=\exp\Big(\sum_i w_i(-tE_i)\Big)\le\sum_i w_i e^{-tE_i}=Z(t).$$

This holds for every real $t$ and needs no distinguished ground level. The Lean proof applies `convexOn_exp.map_sum_le` and then moves the factor $-t$ out of the sum.

```lean
/-- For nonnegative weights with sum one, `Z(t)` is at least `exp(-t⟨E⟩)`, where
`⟨E⟩ = ∑ wᵢ Eᵢ` is the mean energy of the trial state. -/
theorem exp_mean_le_normZ (hw : ∀ i, 0 ≤ w i) (hsum : ∑ i, w i = 1) (t : ℝ) :
    Real.exp (-t * ∑ i, w i * E i) ≤ normZ w E t := by
  -- Jensen's inequality for the exponential
  have h := convexOn_exp.map_sum_le (t := Finset.univ) (w := w)
    (p := fun i => -t * E i) (fun i _ => hw i) hsum (fun i _ => Set.mem_univ _)
  simp only [smul_eq_mul] at h
  have hmean : ∑ i, w i * (-t * E i) = -t * ∑ i, w i * E i := by
    rw [Finset.mul_sum]
    exact Finset.sum_congr rfl fun i _ => by ring
  rw [hmean] at h
  exact h
```

Taking logarithms gives $-t\langle E\rangle\le\log Z(t)$, and for $t>0$ this becomes

$$G(t)\le\langle E\rangle.$$

The estimator is thus never worse than the variational energy of the state from which the projection starts.

```lean
/-- For nonnegative weights with sum one and `t > 0`, the growth estimator never exceeds
the mean energy of the trial state. -/
theorem growthEnergy_le_mean (hw : ∀ i, 0 ≤ w i) (hsum : ∑ i, w i = 1)
    {t : ℝ} (ht : 0 < t) : growthEnergy w E t ≤ ∑ i, w i * E i := by
  have h := Real.log_le_log (Real.exp_pos _) (exp_mean_le_normZ (E := E) hw hsum t)
  rw [Real.log_exp] at h
  rw [growthEnergy, div_le_iff₀ ht]
  linarith
```

## Longer projection never raises the estimate

Take $0<s\le t$ and put $p=t/s\ge 1$. The power-mean inequality for the positive numbers $x_i=e^{-sE_i}$ reads

$$Z(s)^{t/s}=\Big(\sum_i w_i x_i\Big)^p\le\sum_i w_i x_i^p=\sum_i w_i e^{-tE_i}=Z(t).$$

Its logarithm is $(t/s)\log Z(s)\le\log Z(t)$. Dividing by $t$ and changing sign gives

$$G(t)\le G(s).$$

The inequality between powers is `hpow` in the proof. Positivity of $Z(s)$, needed for the logarithm, comes from the Jensen bound, so this theorem too requires no assumption about the ground-state overlap.

```lean
/-- For nonnegative weights with sum one, the growth estimator does not increase when the
positive projection time is lengthened from `s` to `t`. -/
theorem growthEnergy_antitone (hw : ∀ i, 0 ≤ w i) (hsum : ∑ i, w i = 1)
    {s t : ℝ} (hs : 0 < s) (hst : s ≤ t) :
    growthEnergy w E t ≤ growthEnergy w E s := by
  have ht : 0 < t := hs.trans_le hst
  have hZ : 0 < normZ w E s := (Real.exp_pos _).trans_le (exp_mean_le_normZ hw hsum s)
  -- power-mean inequality with exponent `t / s ≥ 1`
  have hpow : normZ w E s ^ (t / s) ≤ normZ w E t := by
    have h := Real.rpow_arith_mean_le_arith_mean_rpow Finset.univ w
      (fun i => Real.exp (-s * E i)) (fun i _ => hw i) hsum
      (fun i _ => (Real.exp_pos _).le) ((one_le_div hs).mpr hst)
    refine h.trans_eq (Finset.sum_congr rfl fun i _ => ?_)
    have he : -s * E i * (t / s) = -t * E i := by field_simp
    rw [← Real.exp_mul, he]
  have hlog := Real.log_le_log (Real.rpow_pos_of_pos hZ _) hpow
  rw [Real.log_rpow hZ, div_mul_eq_mul_div, div_le_iff₀ hs] at hlog
  rw [growthEnergy, growthEnergy, div_le_div_iff₀ ht hs]
  linarith
```

## The size of the remaining error

The upper bound allows an error of order $1/t$, and the next calculation shows when an error of that order is present. Let

$$W=\sum_{i:\,E_i=E_g}w_i$$

be the total weight at the ground energy. Removing the ground-state exponential from $Z(t)$ leaves

$$Z(t)e^{tE_g}=\sum_i w_i e^{-t(E_i-E_g)}\longrightarrow W,$$

because terms at the ground energy are constant and every other term has a positive gap in its exponent. Since $W\ge w_g>0$, the logarithm is continuous there, and

$$t\,(G(t)-E_g)=-\log\!\big(Z(t)e^{tE_g}\big)\longrightarrow-\log W.$$

For normalised weights with $W<1$, the error therefore behaves as $-\log W/t$ at long times. If the ground level is nondegenerate, $W=w_g$, and the constant in the earlier upper bound is the asymptotic one. If $W=1$, the trial state lies wholly in the ground level and $G(t)=E_g$ at every positive time.

In Lean, `hterm` is the limit of each term, `hS` the limit of their sum, and `hW` the positivity of $W$. The last lines identify the logarithm with the scaled error for positive $t$. The theorem does not assume `hsum`, so it also covers an unnormalised trial state.

```lean
/-- For nonnegative weights and a lowest level `g` of positive weight, the error of the
growth estimator times `t` tends to `-log W`, where `W` is the total weight on the levels
of energy `E_g`. -/
theorem growthEnergy_bias (hw : ∀ i, 0 ≤ w i) {g : ι} (hg : 0 < w g)
    (hE : ∀ i, E g ≤ E i) :
    Tendsto (fun t => t * (growthEnergy w E t - E g)) atTop
      (𝓝 (-Real.log (∑ i with E i = E g, w i))) := by
  -- relative to the ground level, only levels of energy `E g` survive
  have hterm : ∀ i, Tendsto (fun t : ℝ => w i * Real.exp (-(t * (E i - E g)))) atTop
      (𝓝 (if E i = E g then w i else 0)) := by
    intro i
    by_cases h : E i = E g
    · simp [h]
    · have hgap : 0 < E i - E g := sub_pos.mpr (lt_of_le_of_ne (hE i) (Ne.symm h))
      have h1 := (Real.tendsto_exp_neg_atTop_nhds_zero.comp
        (tendsto_id.atTop_mul_const hgap)).const_mul (w i)
      rw [mul_zero] at h1
      rw [if_neg h]
      exact h1
  have hS : Tendsto (fun t => normZ w E t * Real.exp (t * E g)) atTop
      (𝓝 (∑ i with E i = E g, w i)) := by
    rw [Finset.sum_filter]
    refine (tendsto_finsetSum _ fun i _ => hterm i).congr fun t => ?_
    rw [normZ, Finset.sum_mul]
    refine Finset.sum_congr rfl fun i _ => ?_
    rw [mul_assoc, ← Real.exp_add]
    congr 2
    ring
  have hW : 0 < ∑ i with E i = E g, w i :=
    Finset.sum_pos' (fun i _ => hw i) ⟨g, by simp, hg⟩
  refine (hS.log hW.ne').neg.congr' ?_
  filter_upwards [eventually_gt_atTop (0 : ℝ)] with t ht
  have hZ : 0 < normZ w E t :=
    (mul_pos hg (Real.exp_pos _)).trans_le (level_le_normZ hw g t)
  have hc : t * (-Real.log (normZ w E t) / t) = -Real.log (normZ w E t) := by
    field_simp
  rw [Real.log_mul hZ.ne' (Real.exp_ne_zero _), Real.log_exp, growthEnergy, mul_sub, hc]
  ring

end

end ImaginaryTimeGrowthEstimator
```

```lean
#print axioms ImaginaryTimeGrowthEstimator.growthEnergy_tendsto
#print axioms ImaginaryTimeGrowthEstimator.growthEnergy_le_mean
#print axioms ImaginaryTimeGrowthEstimator.growthEnergy_antitone
#print axioms ImaginaryTimeGrowthEstimator.growthEnergy_bias
```

```
'ImaginaryTimeGrowthEstimator.growthEnergy_tendsto' depends on axioms: [propext, Classical.choice, Quot.sound]
'ImaginaryTimeGrowthEstimator.growthEnergy_le_mean' depends on axioms: [propext, Classical.choice, Quot.sound]
'ImaginaryTimeGrowthEstimator.growthEnergy_antitone' depends on axioms: [propext, Classical.choice, Quot.sound]
'ImaginaryTimeGrowthEstimator.growthEnergy_bias' depends on axioms: [propext, Classical.choice, Quot.sound]
```

## A spectral measure in place of a finite sum

The weights could also have been modelled as a probability measure $\mu$ on an energy axis bounded below, with $Z(t)=\int e^{-tE}\,d\mu(E)$. This would admit continuous spectra, and the limit of $G(t)$ would be the lower edge of the support of $\mu$. That edge may carry no weight of its own, in which case the bound with $\log w_g$ is not available and convergence is slower than $1/t$. A uniform density on $[0,1]$, for instance, gives an error that behaves as $\log t/t$.

## Reading the energy from a propagation

A deterministic code can apply $e^{-\tau H}$ to the trial vector in short steps, renormalise after each step, and add up the logarithms of the norms removed. This avoids overflow and underflow. Because $Z(2\tau)=\|e^{-\tau H}\psi\|^2$, the estimator after total propagation time $\tau$ is

$$G(2\tau)=-\frac{1}{\tau}\log\|e^{-\tau H}\psi\|.$$

The slow $1/t$ error comes from measuring the change of the norm from the very start. Comparing two late times instead, through $-\log[Z(t+\Delta)/Z(t)]/\Delta$ with fixed $\Delta>0$, cancels the constant $\log W$ and leaves an error that is exponentially small in $t$ for a finite spectrum.

The bounds above concern exact propagation and the overlap of the propagated state with its own starting state. If a projector Monte Carlo calculation uses a different state on the left, the coefficients replacing $w_i$ may be negative, and $G(t)$ may then fall below $E_g$. Statistical noise and time-step error can have the same effect.
